# Residual bounds on the error of the Hylleraas functional for a positive definite operator

An iterative solver for $Ax=-b$ stops when its residual is small, but the size of the residual alone does not say how far a variational energy computed from the trial vector is from its converged value. If $A$ has a small eigenvalue, a residual along the corresponding eigenvector can accompany a large energy error. The same residual norm along a stiff direction means a much smaller error. A threshold that served for one molecule may therefore be too loose for another with a smaller excitation gap.

For a positive definite Hermitian $A$ on a finite-dimensional space, the energy error can be written exactly in terms of the residual, and bounds on the eigenvalues of $A$ turn the residual norm into bounds on that error.

## The error as a quadratic form in the residual

Let $\langle\cdot,\cdot\rangle$ be a complex inner product, conjugate-linear in its first argument. Let $A$ be Hermitian with $\langle v,Av\rangle>0$ for every $v\neq0$, let $b$ be a given vector, and let $x$ solve $Ax=-b$. For a trial vector $y$, define

$$J(y)=\langle y,Ay\rangle+2\,\mathrm{Re}\langle y,b\rangle,\qquad r=Ay+b .$$

The residual $r$ can be computed without knowing $x$. Since $b=-Ax$, it is the image of the error vector: $r=A(y-x)$.

Substituting $b=-Ax$ into the functional gives

$$J(y)=\langle y,Ay\rangle-2\,\mathrm{Re}\langle y,Ax\rangle,\qquad J(x)=-\langle x,Ax\rangle ,$$

and therefore

$$J(y)-J(x)=\langle y,Ay\rangle-2\,\mathrm{Re}\langle y,Ax\rangle+\langle x,Ax\rangle .$$

On the other hand,

$$\langle y-x,A(y-x)\rangle=\langle y,Ay\rangle-\langle y,Ax\rangle-\langle x,Ay\rangle+\langle x,Ax\rangle .$$

Because $A$ is Hermitian, $\langle x,Ay\rangle=\langle Ax,y\rangle=\overline{\langle y,Ax\rangle}$, so the two cross terms add up to $-2\,\mathrm{Re}\langle y,Ax\rangle$ and the two expressions agree.

If $Av=0$, then $\langle v,Av\rangle=0$, which forces $v=0$. In finite dimension a trivial kernel makes $A$ invertible, so $y-x=A^{-1}r$. Moving $A$ to the left-hand argument gives

$$J(y)-J(x)=\langle y-x,A(y-x)\rangle=\langle r,A^{-1}r\rangle .$$

## Bounds from the extreme eigenvalues

Let $u_i$ be an orthonormal eigenbasis with $Au_i=\lambda_iu_i$. Each $\lambda_i=\langle u_i,Au_i\rangle$ is positive. Write $c_i=\langle u_i,r\rangle$ and $w=A^{-1}r$. Then

$$c_i=\langle u_i,Aw\rangle=\langle Au_i,w\rangle=\lambda_i\langle u_i,w\rangle ,$$

so $\langle u_i,w\rangle=c_i/\lambda_i$, and

$$J(y)-J(x)=\sum_i\langle r,u_i\rangle\langle u_i,w\rangle=\sum_i\frac{|c_i|^2}{\lambda_i}.$$

Suppose $0<m\le\lambda_i\le M$ for all $i$. Comparing term by term and using Parseval's identity $\sum_i|c_i|^2=\|r\|^2$ gives

$$\frac{\|r\|^2}{M}\le J(y)-J(x)\le\frac{\|r\|^2}{m}.$$

Equality on the right means that the non-negative terms $|c_i|^2(1/m-1/\lambda_i)$ sum to zero. Each of them then vanishes, so for every $i$ either $c_i=0$ or $\lambda_i=m$. In both cases $\lambda_ic_i=mc_i$, which is the $i$-th component of $Ar=mr$. Conversely, $Ar=mr$ gives $\lambda_ic_i=mc_i$ for every $i$, and the sums agree term by term. The case $r=0$ is included: there $y=x$ and both sides are zero.

In second-order perturbation theory in a finite basis, let $\psi_0$ be the normalised, non-degenerate ground state of $H_0$ with energy $E_0$, and let $V$ be the perturbation. Then $A$ is $H_0-E_0$ on the orthogonal complement of $\psi_0$, and $b$ is the projection of $V\psi_0$ onto that complement. The constant $m$ stands for a lower bound on the excitation gap of $H_0$ in this basis, and $J(y)$ is guaranteed to lie within $\varepsilon$ of the second-order energy $J(x)$ once $\|r\|^2\le m\varepsilon$. The guarantee does not extend to the estimate $\mathrm{Re}\langle y,b\rangle$, which also equals the second-order energy at $y=x$ but has an error linear in $y-x$.

## Two trial vectors with the same error

Take

$$A=\begin{pmatrix}2&1\\1&2\end{pmatrix},\qquad b=\begin{pmatrix}-3\\-3\end{pmatrix},\qquad x=\begin{pmatrix}1\\1\end{pmatrix}.$$

The eigenvalues are $\lambda_0=3$ and $\lambda_1=1$, with eigenvectors $u_0=(1,1)/\sqrt2$ and $u_1=(1,-1)/\sqrt2$. The minimum is $J(x)=6-12=-6$.

For $y=(1,0)$ the functional is $J(y)=2-6=-4$, so the error is $2$. The residual is $r=(2,1)+(-3,-3)=(-1,-2)$, with $\|r\|^2=5$. Its squared components are $|c_0|^2=9/2$ and $|c_1|^2=1/2$, and the sum $\tfrac{9/2}{3}+\tfrac{1/2}{1}=2$ reproduces the error. The bounds read $5/3\le2\le5$.

For $y=(2,0)$ the functional is $J(y)=8-12=-4$, again with error $2$. Now $r=(1,-1)$ and $\|r\|^2=2$. This residual satisfies $Ar=r$, and the upper bound with $m=1$ is attained.

## The operator, the functional and the residual in Lean

The space `E` is a complex inner-product space. Mathlib's inner product is also conjugate-linear in the first argument, so the formulas above carry over unchanged.

```lean
import Mathlib

open scoped InnerProductSpace

namespace HylleraasResidual

noncomputable section

variable {E : Type*} [NormedAddCommGroup E] [InnerProductSpace ℂ E]
```

An operator is a linear map from `E` to itself, written `Module.End ℂ E`. Positive definiteness combines two conditions: symmetry, $\langle Av,w\rangle=\langle v,Aw\rangle$, and a strictly positive expectation value on nonzero vectors.

```lean
/-- A positive definite Hermitian operator: it is symmetric and has a strictly positive
expectation value on every nonzero vector. -/
def PositiveDefinite (A : Module.End ℂ E) : Prop :=
  LinearMap.IsSymmetric A ∧ ∀ v : E, v ≠ 0 → 0 < (⟪v, A v⟫_ℂ).re
```

The functional is real-valued by definition. For a symmetric $A$ the number $\langle y,Ay\rangle$ is already real, so taking its real part only changes the type.

```lean
/-- The Hylleraas functional `J(y) = Re⟨y, A y⟩ + 2 Re⟨y, b⟩`. -/
def hylleraas (A : Module.End ℂ E) (b y : E) : ℝ :=
  (⟪y, A y⟫_ℂ).re + 2 * (⟪y, b⟫_ℂ).re

/-- The residual `r = A y + b` of a trial vector `y` in the equation `A x = -b`. -/
def residual (A : Module.End ℂ E) (b y : E) : E := A y + b
```

## Components along eigenvectors

The first lemma is the relation $\langle u_i,Aw\rangle=\lambda_i\langle u_i,w\rangle$. Its proof moves $A$ onto the eigenvector by symmetry and takes out the eigenvalue, which is real and so unaffected by conjugation.

```lean
variable {A : Module.End ℂ E} {b x y : E}

/-- For a symmetric operator, the component of `A w` along an eigenvector of an orthonormal
eigenbasis is the eigenvalue times the component of `w`. -/
theorem inner_eigenvector {ι : Type*} [Fintype ι] (hA : LinearMap.IsSymmetric A)
    (u : OrthonormalBasis ι ℂ E) (lam : ι → ℝ)
    (hu : ∀ i, A (u i) = (lam i : ℂ) • u i) (w : E) (i : ι) :
    ⟪u i, A w⟫_ℂ = (lam i : ℂ) * ⟪u i, w⟫_ℂ := by
  rw [← hA (u i) w, hu, inner_smul_left, Complex.conj_ofReal]
```

The second lemma evaluates the expectation value at the unit vector $u_i$, where it equals $\lambda_i$.

```lean
/-- The eigenvalues of a positive definite operator in an orthonormal eigenbasis are
positive. -/
theorem eigenvalue_pos {ι : Type*} [Fintype ι] (hA : PositiveDefinite A)
    (u : OrthonormalBasis ι ℂ E) (lam : ι → ℝ)
    (hu : ∀ i, A (u i) = (lam i : ℂ) • u i) (i : ι) : 0 < lam i := by
  have h := hA.2 (u i) (u.orthonormal.ne_zero i)
  rw [hu, inner_smul_right, inner_self_eq_norm_sq_to_K, u.orthonormal.1 i] at h
  simpa using h
```

## Invertibility and the residual identity

From here on `E` is finite-dimensional. The invertibility proof is the kernel argument: a nonzero $v$ with $Av=0$ would have expectation value zero, contradicting positivity.

```lean
variable [FiniteDimensional ℂ E]

/-- A positive definite operator on a finite-dimensional space is invertible. -/
theorem isUnit_of_positiveDefinite (hA : PositiveDefinite A) : IsUnit A := by
  refine (LinearMap.isUnit_iff_ker_eq_bot A).2 (LinearMap.ker_eq_bot'.2 fun v hv => ?_)
  by_contra h
  have h' := hA.2 v h
  simp [hv] at h'
```

The next theorem is the identity $J(y)-J(x)=\mathrm{Re}\langle r,A^{-1}r\rangle$. The solution $x$ enters through the hypothesis `hx : A x = -b`. The inverse is `Ring.inverse A`, which Mathlib sets to zero for a non-invertible operator; the preceding theorem ensures that here it is the true inverse.

```lean
/-- If `A` is positive definite and `A x = -b`, the error of the Hylleraas functional at a
trial vector `y` is `Re⟨r, A⁻¹ r⟩`, where `r` is the residual of `y`. -/
theorem error_eq_residual (hA : PositiveDefinite A) (hx : A x = -b) :
    hylleraas A b y - hylleraas A b x =
      (⟪residual A b y, Ring.inverse A (residual A b y)⟫_ℂ).re := by
  have hb : b = -A x := by rw [hx, neg_neg]
  -- the residual is the image of the error vector
  have hr : residual A b y = A (y - x) := by
    rw [residual, map_sub, hx, sub_neg_eq_add]
  have hinv : Ring.inverse A (A (y - x)) = y - x :=
    LinearMap.congr_fun (Ring.inverse_mul_cancel A (isUnit_of_positiveDefinite hA)) (y - x)
  have hs : (⟪x, A y⟫_ℂ).re = (⟪y, A x⟫_ℂ).re := by
    rw [← hA.1 x y, ← inner_conj_symm (A x) y, Complex.conj_re]
  rw [hr, hinv, hA.1 (y - x) (y - x), hylleraas, hylleraas, hb]
  simp only [map_sub, inner_sub_left, inner_sub_right, inner_neg_right,
    Complex.sub_re, Complex.neg_re]
  linarith
```

In the proof, `hr` states $r=A(y-x)$, `hinv` states $A^{-1}A(y-x)=y-x$, and `hs` states that the two cross terms have equal real parts. After the rewriting, the right-hand side is the real part of $\langle y-x,A(y-x)\rangle$. The `simp only` call expands both sides into inner products of $x$ and $y$, and `linarith` collects the terms with the help of `hs`.

## The sum over eigendirections

The spectral formula holds for any orthonormal eigenbasis, supplied as `u` with real eigenvalues `lam`.

```lean
/-- If `A` is positive definite and `A x = -b`, the error of the Hylleraas functional is the
sum of `|⟨uᵢ, r⟩|² / λᵢ` over any orthonormal eigenbasis `uᵢ` of `A` with eigenvalues `λᵢ`. -/
theorem error_eq_sum {ι : Type*} [Fintype ι] (hA : PositiveDefinite A) (hx : A x = -b)
    (u : OrthonormalBasis ι ℂ E) (lam : ι → ℝ)
    (hu : ∀ i, A (u i) = (lam i : ℂ) • u i) :
    hylleraas A b y - hylleraas A b x =
      ∑ i, ‖⟪u i, residual A b y⟫_ℂ‖ ^ 2 / lam i := by
  rw [error_eq_residual hA hx]
  generalize residual A b y = r
  have hw : A (Ring.inverse A r) = r :=
    LinearMap.congr_fun (Ring.mul_inverse_cancel A (isUnit_of_positiveDefinite hA)) r
  rw [← u.sum_inner_mul_inner r (Ring.inverse A r), Complex.re_sum]
  refine Finset.sum_congr rfl fun i _ => ?_
  have hl := eigenvalue_pos hA u lam hu i
  -- the inverse divides each component by its eigenvalue
  have hc := inner_eigenvector hA.1 u lam hu (Ring.inverse A r) i
  rw [hw] at hc
  rw [← inner_conj_symm r (u i), hc, norm_mul, Complex.norm_real, Real.norm_eq_abs,
    mul_pow, sq_abs, map_mul, Complex.conj_ofReal, mul_assoc, ← Complex.normSq_eq_conj_mul_self,
    ← Complex.ofReal_mul, Complex.ofReal_re, Complex.normSq_eq_norm_sq]
  field_simp
```

Here `hw` says $A(A^{-1}r)=r$. The proof inserts the resolution of the identity between $r$ and $A^{-1}r$ and then works on one term at a time. In each term `hc` is the relation $c_i=\lambda_i\langle u_i,A^{-1}r\rangle$, and `field_simp` cancels the remaining factor of $\lambda_i$, which is known to be positive.

The spectral theorem for symmetric operators provides such a basis, so the two bounds need not assume one.

```lean
/-- A positive definite operator on a finite-dimensional space has an orthonormal eigenbasis
with real eigenvalues. -/
theorem exists_eigenbasis (hA : PositiveDefinite A) :
    ∃ (u : OrthonormalBasis (Fin (Module.finrank ℂ E)) ℂ E)
      (lam : Fin (Module.finrank ℂ E) → ℝ),
      ∀ i, A (u i) = (lam i : ℂ) • u i :=
  ⟨hA.1.eigenvectorBasis rfl, hA.1.eigenvalues rfl,
    fun i => hA.1.apply_eigenvectorBasis rfl i⟩
```

## The upper bound and its equality case

The hypothesis `hmin` says that every real eigenvalue of $A$ is at least $m$. Since a symmetric operator has only real eigenvalues, this covers the whole spectrum. On a nonzero space the smallest eigenvalue is an admissible $m$, and so is any smaller positive number. The conclusion has two parts: the inequality, and the equivalence between equality and $Ar=mr$.

```lean
/-- If `A` is positive definite, `A x = -b`, and `m > 0` is a lower bound on the eigenvalues
of `A`, the error of the Hylleraas functional is at most `‖r‖² / m`, with equality exactly
when the residual satisfies `A r = m r`. -/
theorem error_le_residual_sq (hA : PositiveDefinite A) (hx : A x = -b) {m : ℝ} (hm : 0 < m)
    (hmin : ∀ μ : ℝ, Module.End.HasEigenvalue A (μ : ℂ) → m ≤ μ) :
    hylleraas A b y - hylleraas A b x ≤ ‖residual A b y‖ ^ 2 / m ∧
      (hylleraas A b y - hylleraas A b x = ‖residual A b y‖ ^ 2 / m ↔
        A (residual A b y) = (m : ℂ) • residual A b y) := by
  obtain ⟨u, lam, hu⟩ := exists_eigenbasis hA
  rw [error_eq_sum hA hx u lam hu]
  generalize residual A b y = r
  have hle : ∀ i ∈ Finset.univ, ‖⟪u i, r⟫_ℂ‖ ^ 2 / lam i ≤ ‖⟪u i, r⟫_ℂ‖ ^ 2 / m :=
    fun i _ => div_le_div_of_nonneg_left (sq_nonneg _) hm
      (hmin _ (Module.End.hasEigenvalue_of_hasEigenvector
        ⟨Module.End.mem_eigenspace_iff.2 (hu i), u.orthonormal.ne_zero i⟩))
  rw [← u.sum_sq_norm_inner_right r, Finset.sum_div]
  refine ⟨Finset.sum_le_sum hle, ?_⟩
  -- equality of the sums means equality in every eigendirection
  rw [Finset.sum_eq_sum_iff_of_le hle]
  constructor
  · intro h
    refine u.repr.injective (PiLp.ext fun i => ?_)
    rw [u.repr_apply_apply, u.repr_apply_apply, inner_eigenvector hA.1 u lam hu,
      inner_smul_right]
    by_cases hc : ⟪u i, r⟫_ℂ = 0
    · rw [hc, mul_zero, mul_zero]
    · have hi := h i (Finset.mem_univ i)
      rw [div_eq_div_iff (eigenvalue_pos hA u lam hu i).ne' hm.ne'] at hi
      rw [mul_left_cancel₀ (pow_ne_zero 2 (norm_ne_zero_iff.2 hc)) hi]
  · intro h i _
    have e := inner_eigenvector hA.1 u lam hu r i
    rw [h, inner_smul_right] at e
    by_cases hc : ⟪u i, r⟫_ℂ = 0
    · simp [hc]
    · rw [Complex.ofReal_inj.1 (mul_right_cancel₀ hc e)]
```

The statement `hle` is the termwise comparison $|c_i|^2/\lambda_i\le|c_i|^2/m$, and summing it gives the bound after Parseval's identity has rewritten $\|r\|^2$. For the equality case, `Finset.sum_eq_sum_iff_of_le` replaces equality of the sums by equality of all their terms. The forward direction compares $Ar$ and $mr$ component by component: if $c_i=0$ both components vanish, and otherwise cancelling $|c_i|^2$ gives $\lambda_i=m$. The backward direction makes the same case distinction, starting from $mc_i=\lambda_ic_i$.

If $m$ lies strictly below the spectrum, $Ar=mr$ has only the solution $r=0$, so the bound is then attained only at $y=x$.

## The lower bound

The last theorem keeps the assumptions on $A$ and $x$ and replaces $m$ by an upper bound $M$ on the eigenvalues. Positivity of $M$ is not assumed: on a nonzero space it follows from $0<\lambda_i\le M$, and on the zero space both sides of the inequality are zero.

```lean
/-- If `A` is positive definite, `A x = -b`, and `M` is an upper bound on the eigenvalues of
`A`, the error of the Hylleraas functional is at least `‖r‖² / M`. -/
theorem residual_sq_le_error (hA : PositiveDefinite A) (hx : A x = -b) {M : ℝ}
    (hmax : ∀ μ : ℝ, Module.End.HasEigenvalue A (μ : ℂ) → μ ≤ M) :
    ‖residual A b y‖ ^ 2 / M ≤ hylleraas A b y - hylleraas A b x := by
  obtain ⟨u, lam, hu⟩ := exists_eigenbasis hA
  rw [error_eq_sum hA hx u lam hu, ← u.sum_sq_norm_inner_right (residual A b y),
    Finset.sum_div]
  exact Finset.sum_le_sum fun i _ =>
    div_le_div_of_nonneg_left (sq_nonneg _) (eigenvalue_pos hA u lam hu i)
      (hmax _ (Module.End.hasEigenvalue_of_hasEigenvector
        ⟨Module.End.mem_eigenspace_iff.2 (hu i), u.orthonormal.ne_zero i⟩))

end

end HylleraasResidual
```

The proof is the same termwise comparison with the roles reversed, $|c_i|^2/M\le|c_i|^2/\lambda_i$, followed by summation.

```lean
#print axioms HylleraasResidual.error_le_residual_sq
#print axioms HylleraasResidual.residual_sq_le_error
```

```
'HylleraasResidual.error_le_residual_sq' depends on axioms: [propext, Classical.choice, Quot.sound]
'HylleraasResidual.residual_sq_le_error' depends on axioms: [propext, Classical.choice, Quot.sound]
```

The constants $m$ and $M$ are inputs to these theorems. In an application they have to be supplied separately: in the perturbation-theory setting above, a known lower bound on the excitation gap of $H_0$ can provide $m$, while $M$ requires an upper bound on the largest eigenvalue. Using an overestimate of the smallest eigenvalue as $m$ can make the upper bound on the error false. Positive definiteness is likewise assumed, which excludes response equations at a saddle point, where $A$ has a negative eigenvalue. The residual is the exact vector $Ay+b$, with no allowance for rounding in its evaluation. Apart from positive definiteness and the finite dimension of the space, nothing is assumed about where $A$ and $b$ come from; reading $J(x)$ as a second-order energy belongs to perturbation theory and is not part of the formal development.
